# Rigid displacements are zero modes of a spring-network quadratic form

A formal statement about zero modes has to decide what "rigid motion" and "Hessian" mean. Here both are taken at the linearised level. A rigid motion is the first-order displacement field \( r_i = t + w \times x_i \), not a finite rotation, and the quadratic form \( Q \) is defined directly from the first-order changes of the squared pair distances. It is tied to an energy afterwards, by a limit along straight lines in configuration space.

```lean
import Mathlib

open Matrix Filter Topology

namespace SpringNetworkZeroModes

noncomputable section
```

## The model

Positions and displacements are triples of real numbers with components labelled \( 0, 1, 2 \). All geometry enters through the dot product `⬝ᵥ` and through `crossProduct`, and \( |a|^2 \) below always means \( a \cdot a \).

```lean
/-- Vectors of three-dimensional space. -/
abbrev Vec := Fin 3 → ℝ
```

The sites are labelled by \( i, j \) in an index type `ι`, finite wherever a sum is taken. A reference configuration \( x \) assigns a point \( x_i \) to each site and a displacement \( u \) assigns a vector \( u_i \). Points may coincide, and there may be one site or none. Write \( d_{ij} = x_i - x_j \) and \( u_{ij} = u_i - u_j \). Moving each site to \( x_i + \varepsilon u_i \), with \( \varepsilon \) real, changes \( |d_{ij}|^2 \) by \( 2\varepsilon\, d_{ij} \cdot u_{ij} \) to first order, which suggests the stretch
\[ s_{ij}(u) = (x_i - x_j) \cdot (u_i - u_j). \]
The bond vector is not normalised: for a pair at distance \( \ell_{ij} = |d_{ij}| > 0 \), the first-order change of length per unit \( \varepsilon \) is \( s_{ij}(u)/\ell_{ij} \).

```lean
variable {ι : Type*}

/-- Linearised stretch of the pair `(i, j)` under the displacement `u` of the
configuration `x`: `(x_i - x_j) · (u_i - u_j)`. -/
def stretch (x u : ι → Vec) (i j : ι) : ℝ := (x i - x j) ⬝ᵥ (u i - u j)
```

A translation vector \( t \) and a rotation vector \( w \) give the rigid displacement \( r_i = t + w \times x_i \), with the rotation taken about the origin.

```lean
/-- Infinitesimal rigid displacement `r_i = t + w × x_i`, with translation `t` and
rotation vector `w`. -/
def rigid (x : ι → Vec) (t w : Vec) : ι → Vec := fun i => t + crossProduct w (x i)
```

The real spring constants \( k_{ij} \) multiply products of two stretches, each a squared length, so they have the dimension of energy per fourth power of length and are not the usual Hooke force constants. With them, the quadratic form and the bilinear form built from the same stretches are
\[ Q(u) = \sum_{i,j} k_{ij}\, s_{ij}(u)^2, \qquad B(u,v) = \sum_{i,j} k_{ij}\, s_{ij}(u)\, s_{ij}(v), \]
where \( v \) is a second displacement. The sums run over ordered pairs and \( k \) need not be symmetric. An unordered pair therefore carries the weight \( k_{ij} + k_{ji} \), and diagonal terms contribute nothing because \( d_{ii} = 0 \).

```lean
/-- The spring-network quadratic form `Q(u) = ∑ k_ij ((x_i - x_j) · (u_i - u_j))²`. -/
def springForm [Fintype ι] (k : ι → ι → ℝ) (x u : ι → Vec) : ℝ :=
  ∑ i, ∑ j, k i j * stretch x u i j ^ 2

/-- The bilinear form `B(u, v) = ∑ k_ij s_ij(u) s_ij(v)` built from the stretches. -/
def springBilin [Fintype ι] (k : ι → ι → ℝ) (x u v : ι → Vec) : ℝ :=
  ∑ i, ∑ j, k i j * (stretch x u i j * stretch x v i j)
```

The energy of a configuration \( y \) penalises the change of each squared distance from its reference value:
\[ E(y) = \frac14 \sum_{i,j} k_{ij} \left( |y_i - y_j|^2 - |x_i - x_j|^2 \right)^2 . \]
Every spring is relaxed at \( x \) by construction, so a prestressed network falls outside the model. Masses do not appear.

```lean
/-- Network energy of a configuration `y`, quadratic in the change of each squared distance
from its value in the reference configuration `x`. -/
def energy [Fintype ι] (k : ι → ι → ℝ) (x y : ι → Vec) : ℝ :=
  ∑ i, ∑ j, k i j *
    ((y i - y j) ⬝ᵥ (y i - y j) - (x i - x j) ⬝ᵥ (x i - x j)) ^ 2 / 4
```

## Rigid displacements stretch nothing

The stretch is additive in the displacement, since \( (u+v)_i - (u+v)_j = u_{ij} + v_{ij} \) with \( v_{ij} = v_i - v_j \), and the dot product distributes:
\[ s_{ij}(u+v) = d_{ij} \cdot u_{ij} + d_{ij} \cdot v_{ij} = s_{ij}(u) + s_{ij}(v). \]
The proof writes the dot products as sums of three components and lets `ring` compare the polynomials.

```lean
/-- The stretch of a sum of displacements is the sum of the stretches. -/
theorem stretch_add (x u v : ι → Vec) (i j : ι) :
    stretch x (u + v) i j = stretch x u i j + stretch x v i j := by
  simp only [stretch, dotProduct, Fin.sum_univ_three, Pi.add_apply, Pi.sub_apply]
  ring
```

For a rigid displacement the translation cancels in the difference and the cross product is linear in its second argument, so
\[ r_i - r_j = w \times x_i - w \times x_j = w \times d_{ij}, \qquad s_{ij}(r) = d_{ij} \cdot (w \times d_{ij}) = 0 . \]
In Lean `h` records the first identity, with `map_sub` supplying linearity and `abel` cancelling \( t \). The orthogonality is `dot_cross_self`.

```lean
/-- A rigid displacement produces no linearised stretch of any pair. -/
theorem stretch_rigid (x : ι → Vec) (t w : Vec) (i j : ι) :
    stretch x (rigid x t w) i j = 0 := by
  -- the translation cancels and the rotation acts on the bond vector
  have h : rigid x t w i - rigid x t w j = crossProduct w (x i - x j) := by
    simp only [rigid, map_sub]
    abel
  -- `w × d` is orthogonal to `d`
  rw [stretch, h]
  exact dot_cross_self w (x i - x j)
```

Every term of \( B(r,v) \) contains the factor \( s_{ij}(r) = 0 \), so \( B(r,v) = 0 \) for all \( v \). A rigid displacement lies in the kernel of the bilinear form, whatever the signs of the \( k_{ij} \).

```lean
/-- For any spring constants, `B(r, v) = 0` for every rigid displacement `r` and every
displacement `v`. -/
theorem springBilin_rigid [Fintype ι] (k : ι → ι → ℝ) (x v : ι → Vec) (t w : Vec) :
    springBilin k x (rigid x t w) v = 0 := by
  simp [springBilin, stretch_rigid]
```

Additivity and the vanishing stretch give \( s_{ij}(u+r) = s_{ij}(u) + 0 \) for each pair, hence \( Q(u+r) = Q(u) \), again with no condition on \( k \).

```lean
/-- For any spring constants, adding a rigid displacement leaves `Q` unchanged. -/
theorem springForm_add_rigid [Fintype ι] (k : ι → ι → ℝ) (x u : ι → Vec) (t w : Vec) :
    springForm k x (u + rigid x t w) = springForm k x u := by
  simp only [springForm, stretch_add, stretch_rigid, add_zero]
```

## The main theorem

Now assume \( k_{ij} \ge 0 \) for all \( i, j \), which is the hypothesis `hk`. Each term \( k_{ij} s_{ij}(u)^2 \) is a product of two nonnegative numbers, so \( Q(u) \ge 0 \). The theorem reads: for every finite set of sites, every nonnegative \( k \), every configuration \( x \) and displacement \( u \), one has \( Q(u) \ge 0 \), and \( Q(u+r) = Q(u) \) for all \( t \) and \( w \). The second half is the previous result. The first applies `Finset.sum_nonneg` to the outer and inner sums and `mul_nonneg` to each term, and only there is `hk` used.

```lean
/-- For nonnegative spring constants, `Q(u) ≥ 0` and `Q(u + r) = Q(u)` for every rigid
displacement `r_i = t + w × x_i`. -/
theorem springForm_nonneg_and_rigid_invariant [Fintype ι] (k : ι → ι → ℝ)
    (hk : ∀ i j, 0 ≤ k i j) (x u : ι → Vec) :
    0 ≤ springForm k x u ∧
      ∀ t w : Vec, springForm k x (u + rigid x t w) = springForm k x u := by
  refine ⟨?_, fun t w => springForm_add_rigid k x u t w⟩
  exact Finset.sum_nonneg fun i _ =>
    Finset.sum_nonneg fun j _ => mul_nonneg (hk i j) (sq_nonneg _)
```

This is the mechanism behind the translational and rotational zero frequencies in a normal-mode analysis, for a finite, unstressed network of pair springs in the harmonic approximation. The theorem says that rigid displacements cost nothing in \( Q \); it does not count them, and the number six for non-collinear geometries is not part of it.

## All zero modes

For \( k \ge 0 \), a vanishing sum of nonnegative terms vanishes term by term. If \( Q(u) = 0 \) then \( k_{ij} s_{ij}(u)^2 = 0 \) for each pair, and where \( k_{ij} > 0 \) this forces \( s_{ij}(u) = 0 \). Conversely, if \( s_{ij}(u) = 0 \) on every pair with \( k_{ij} > 0 \), each term vanishes either through \( k_{ij} = 0 \) or through the stretch. Thus
\[ Q(u) = 0 \iff s_{ij}(u) = 0 \text{ whenever } k_{ij} > 0 . \]
In the forward direction `h1` and `h2` peel off the two sums, `h3` removes the nonzero constant, and `pow_eq_zero_iff` removes the square. The backward direction splits `hk i j` into its two cases.

```lean
/-- For nonnegative spring constants, `Q(u) = 0` exactly when `u` produces no linearised
stretch of any pair joined by a spring with positive constant. -/
theorem springForm_eq_zero_iff [Fintype ι] (k : ι → ι → ℝ) (hk : ∀ i j, 0 ≤ k i j)
    (x u : ι → Vec) :
    springForm k x u = 0 ↔ ∀ i j, 0 < k i j → stretch x u i j = 0 := by
  have hterm : ∀ i j, 0 ≤ k i j * stretch x u i j ^ 2 :=
    fun i j => mul_nonneg (hk i j) (sq_nonneg _)
  constructor
  · intro h i j hij
    -- a vanishing sum of nonnegative terms vanishes term by term
    have h1 := (Finset.sum_eq_zero_iff_of_nonneg
      (fun i _ => Finset.sum_nonneg fun j _ => hterm i j)).1 h i (Finset.mem_univ i)
    have h2 := (Finset.sum_eq_zero_iff_of_nonneg (fun j _ => hterm i j)).1 h1 j
      (Finset.mem_univ j)
    have h3 := (mul_eq_zero.1 h2).resolve_left hij.ne'
    exact (pow_eq_zero_iff two_ne_zero).1 h3
  · intro h
    refine Finset.sum_eq_zero fun i _ => Finset.sum_eq_zero fun j _ => ?_
    rcases (hk i j).eq_or_lt with h0 | h0
    · rw [← h0, zero_mul]
    · rw [h i j h0]
      ring
```

## The form as the leading term of the energy

Along the line \( y = x + \varepsilon u \) the bond vector is \( d_{ij} + \varepsilon u_{ij} \), and
\[ |d_{ij} + \varepsilon u_{ij}|^2 - |d_{ij}|^2 = 2\varepsilon s_{ij}(u) + \varepsilon^2 |u_{ij}|^2 = 2\varepsilon \left( s_{ij}(u) + \tfrac{\varepsilon}{2} |u_{ij}|^2 \right). \]
Squaring and dividing by four gives, exactly and for any \( k \),
\[ E(x + \varepsilon u) = \varepsilon^2 g(\varepsilon), \qquad g(\varepsilon) = \sum_{i,j} k_{ij} \left( s_{ij}(u) + \tfrac{\varepsilon}{2} |u_{ij}|^2 \right)^2 . \]
The proof moves \( \varepsilon^2 \) inside both sums with `Finset.mul_sum`, reduces to a single pair, and checks the identity in components.

```lean
/-- Exact energy along the line `x + ε u`:
`E = ε² ∑ k_ij (s_ij(u) + ε |u_i - u_j|² / 2)²`. -/
theorem energy_along_line [Fintype ι] (k : ι → ι → ℝ) (x u : ι → Vec) (ε : ℝ) :
    energy k x (x + ε • u) = ε ^ 2 * ∑ i, ∑ j, k i j *
      (stretch x u i j + ε * ((u i - u j) ⬝ᵥ (u i - u j)) / 2) ^ 2 := by
  rw [energy, Finset.mul_sum]
  refine Finset.sum_congr rfl fun i _ => ?_
  rw [Finset.mul_sum]
  refine Finset.sum_congr rfl fun j _ => ?_
  simp only [stretch, dotProduct, Fin.sum_univ_three, Pi.add_apply, Pi.sub_apply,
    Pi.smul_apply, smul_eq_mul]
  ring
```

The function \( g \) is a polynomial in \( \varepsilon \) with \( g(0) = Q(u) \), and for \( \varepsilon \ne 0 \) the ratio \( E(x+\varepsilon u)/\varepsilon^2 \) equals \( g(\varepsilon) \). Therefore
\[ \lim_{\varepsilon \to 0,\ \varepsilon \ne 0} \frac{E(x + \varepsilon u)}{\varepsilon^2} = Q(u). \]
The filter `𝓝[≠] 0` excludes \( \varepsilon = 0 \), where Lean's division by zero returns \( 0 \) whatever the value of \( Q(u) \). Continuity is `hc`, the value at zero is `h0`, `ht` combines them into the limit of \( g \), and `ht.congr'` transfers it to the ratio.

```lean
/-- The ratio `E(x + ε u) / ε²` tends to `Q(u)` as `ε → 0` through nonzero values. -/
theorem energy_second_order [Fintype ι] (k : ι → ι → ℝ) (x u : ι → Vec) :
    Tendsto (fun ε : ℝ => energy k x (x + ε • u) / ε ^ 2) (𝓝[≠] 0)
      (𝓝 (springForm k x u)) := by
  let g : ℝ → ℝ := fun ε => ∑ i, ∑ j, k i j *
    (stretch x u i j + ε * ((u i - u j) ⬝ᵥ (u i - u j)) / 2) ^ 2
  have hc : Continuous g := by
    refine continuous_finsetSum _ fun i _ => continuous_finsetSum _ fun j _ => ?_
    fun_prop
  have h0 : g 0 = springForm k x u := by
    simp [g, springForm]
  have ht : Tendsto g (𝓝[≠] 0) (𝓝 (springForm k x u)) := by
    rw [← h0]
    exact (hc.tendsto 0).mono_left nhdsWithin_le_nhds
  -- away from zero the ratio equals the polynomial `g`
  refine ht.congr' ?_
  filter_upwards [self_mem_nhdsWithin] with ε hε
  have hε' : ε ≠ 0 := hε
  rw [energy_along_line]
  exact (mul_div_cancel_left₀ _ (pow_ne_zero 2 hε')).symm
```

This directional limit is the whole link to the Hessian: no derivative of `energy` and no Hessian matrix \( H \) is constructed. In the usual convention, where the second-order energy is \( \tfrac12 \varepsilon^2\, u^{\mathsf T} H u \), the form \( Q(u) \) plays the part of \( \tfrac12 u^{\mathsf T} H u \).

## A zero mode that is not rigid

Take three sites at \( x_0 = (-1,0,0) \), \( x_1 = (0,0,0) \), \( x_2 = (1,0,0) \).

```lean
/-- Three equally spaced points on the first axis. -/
def chain : Fin 3 → Vec := ![![-1, 0, 0], ![0, 0, 0], ![1, 0, 0]]
```

Let the displacement \( b \) move only the middle site, sideways: \( b_0 = b_2 = 0 \) and \( b_1 = (0,1,0) \).

```lean
/-- Transverse displacement of the middle point of the chain. -/
def bend : Fin 3 → Vec := ![![0, 0, 0], ![0, 1, 0], ![0, 0, 0]]
```

Set all \( k_{ij} = 1 \), so that every pair is connected. Each \( d_{ij} \) has only component \( 0 \) and each \( b_i - b_j \) only component \( 1 \), so all nine stretches vanish and \( Q(b) = 0 \); the proof runs through them with `fin_cases` after rewriting with `springForm_eq_zero_iff`. A rigid displacement is affine in the position. From \( x_0 + x_2 = x_1 + x_1 \) (`hx`) it follows that
\[ r_0 + r_2 = 2t + w \times (x_0 + x_2) = 2t + w \times (x_1 + x_1) = r_1 + r_1, \]
which is `hr`. For \( b \), component \( 1 \) of this relation would read \( 0 + 0 = 1 + 1 \). So \( b \) is no rigid displacement for any \( t, w \), and \( Q(u) = 0 \) does not imply rigidity: pair springs relaxed at the reference geometry give this linear triatomic no harmonic stiffness against the bend.

```lean
/-- For the collinear chain with all spring constants equal to one, the bend has `Q = 0`
but is not a rigid displacement. -/
theorem bend_zero_mode_not_rigid :
    springForm (fun _ _ => 1) chain bend = 0 ∧ ∀ t w : Vec, bend ≠ rigid chain t w := by
  constructor
  · rw [springForm_eq_zero_iff _ (fun _ _ => zero_le_one)]
    intro i j _
    fin_cases i <;> fin_cases j <;>
      simp [stretch, chain, bend, dotProduct, Fin.sum_univ_succ]
  · intro t w h
    -- a rigid displacement is affine in the position
    have hx : chain 0 + chain 2 = chain 1 + chain 1 := by
      ext a
      fin_cases a <;> simp [chain]
    have hr : rigid chain t w 0 + rigid chain t w 2
        = rigid chain t w 1 + rigid chain t w 1 := by
      have h1 := congrArg (crossProduct w) hx
      rw [map_add, map_add] at h1
      simp only [rigid]
      linear_combination h1
    rw [← h] at hr
    have h2 : (0 : ℝ) + 0 = 1 + 1 := congrFun hr 1
    norm_num at h2

end

end SpringNetworkZeroModes
```

```lean
#print axioms SpringNetworkZeroModes.springBilin_rigid
-- 'SpringNetworkZeroModes.springBilin_rigid' depends on axioms: [propext, Classical.choice, Quot.sound]
#print axioms SpringNetworkZeroModes.springForm_nonneg_and_rigid_invariant
-- 'SpringNetworkZeroModes.springForm_nonneg_and_rigid_invariant' depends on axioms: [propext, Classical.choice, Quot.sound]
#print axioms SpringNetworkZeroModes.energy_second_order
-- 'SpringNetworkZeroModes.energy_second_order' depends on axioms: [propext, Classical.choice, Quot.sound]
#print axioms SpringNetworkZeroModes.bend_zero_mode_not_rigid
-- 'SpringNetworkZeroModes.bend_zero_mode_not_rigid' depends on axioms: [propext, Classical.choice, Quot.sound]
```

## Another model and a neighbouring result

What follows is argued on paper only. One could have started from Hooke springs, \( \tfrac12 \kappa_{ij} (|y_i - y_j| - \ell_{ij})^2 \) for each unordered pair with force constant \( \kappa_{ij} \). The second-order term would be \( \tfrac12 \kappa_{ij}\, \varepsilon^2 s_{ij}(u)^2/\ell_{ij}^2 \), the same form with \( k_{ij} + k_{ji} = \kappa_{ij}/(2\ell_{ij}^2) \). This expression requires \( x_i \ne x_j \) for every bonded pair, and the polynomial identity along the line would give way to an expansion of a square root.

The invariance argument uses only \( s_{ij}(u+r) = s_{ij}(u) \), so it would carry over to any function of the stretches. An example is a form with stretch–stretch couplings, \( \sum K_{ij,lm}\, s_{ij}(u)\, s_{lm}(u) \), summed over two pairs of sites \( (i,j) \) and \( (l,m) \) with real coefficients \( K_{ij,lm} \). It would be unchanged by rigid displacements for any \( K \), and nonnegative when \( K \) is positive semidefinite as a matrix indexed by pairs.
